# The orbital Laplace factors of MP2 are all bounded for $t\ge 0$ exactly when the energy zero is at least the HOMO and at most the LUMO energy

I take "the Laplace factors are bounded" orbital by orbital: each exponential gets its own upper bound on $t\ge 0$, and all of them share one energy zero $\mu$. The factors are the ones that appear when the MP2 energy denominator is written as an integral over $t$, namely $e^{(e_i-\mu)t}$ for an occupied energy $e_i$ and $e^{-(e_a-\mu)t}$ for a virtual energy $e_a$. With finitely many levels, at least one of each kind, and $e_i<e_a$ throughout, I claim that all factors are bounded if and only if $\max_i e_i\le\mu\le\min_a e_a$. The product of four factors doesn't depend on $\mu$, so the condition concerns only the separate factors. Can this be made rigorous and checked by machine, and does the equivalence really use the gap?

## The sign of each exponent decides

Treating the factors one at a time reduces your claim to a statement about a single exponential. The equivalence then holds without the gap assumption. The gap is needed for two neighbouring results: that some $\mu$ makes every factor decay, and that the integral gives the inverse MP2 denominator for every choice of two occupied and two virtual orbitals, repetitions included.

Let $k$ be a real number. If $k\le 0$, then $e^{kt}\le 1$ for all $t\ge 0$, so the exponential is bounded. If $k>0$, suppose that $C$ were a bound. At the time $t=|C|/k\ge 0$ we have

$$e^{kt}=e^{|C|}\ge 1+|C|>C,$$

a contradiction. Hence $e^{kt}$ is bounded on $t\ge 0$ exactly when $k\le 0$.

For an occupied orbital $k=e_i-\mu$, and the condition is $e_i\le\mu$. For a virtual orbital $k=-(e_a-\mu)$, and the condition is $\mu\le e_a$. Write $H=\max_i e_i$ for the HOMO energy and $L=\min_a e_a$ for the LUMO energy. All occupied conditions together say $H\le\mu$, and all virtual conditions together say $\mu\le L$. This is the claim. If $H>L$, no $\mu$ satisfies either side, and the equivalence is still true.

Decay works the same way with strict inequalities. If $k<0$, then $kt\to-\infty$ and $e^{kt}\to 0$. If $k\ge 0$, then $e^{kt}\ge 1$ for all $t\ge 0$, and the limit can't be zero. So all factors tend to zero exactly when $H<\mu<L$. Such a $\mu$ exists exactly when $H<L$, which means that $e_i<e_a$ for every pair $i,a$.

## Midgap gives the best common decay rate

Now ask for a rate $\gamma$ such that every factor is at most $e^{-\gamma t}$ for all $t\ge 0$. For a single exponential, $e^{kt}\le e^{-\gamma t}$ for all $t\ge 0$ holds exactly when $k\le-\gamma$: setting $t=1$ shows that this is necessary, and multiplying $k\le-\gamma$ by $t\ge 0$ shows that it is sufficient. Inserting the two kinds of exponent gives

$$H+\gamma\le\mu\qquad\text{and}\qquad \mu+\gamma\le L.$$

Adding these yields $2\gamma\le L-H$, so no common rate exceeds half the gap. For $\gamma=(L-H)/2$ the two conditions read $\mu\ge(H+L)/2$ and $\mu\le(H+L)/2$, which leaves only the midpoint.

## The energy zero cancels in the denominator

Take occupied orbitals $i,j$ and virtual orbitals $a,b$. The four exponents add up to

$$(e_i-\mu)t+(e_j-\mu)t-(e_a-\mu)t-(e_b-\mu)t=-Dt,\qquad D=e_a+e_b-e_i-e_j.$$

The two contributions $-\mu t$ from the occupied orbitals cancel the two contributions $+\mu t$ from the virtual ones. With a gap, $D=(e_a-e_i)+(e_b-e_j)>0$, and the substitution $s=Dt$ gives

$$\int_0^\infty e^{-Dt}\,dt=\frac1D\int_0^\infty e^{-s}\,ds=\frac1D.$$

This holds for every real $\mu$, also for one outside the window $H\le\mu\le L$. There the factor of at least one orbital grows without bound, but every product of two occupied and two virtual factors still decays.

For a finite set of fixed orbital energies, this bears on Laplace-transformed MP2 whenever the factors are evaluated separately: in exact arithmetic $\mu$ has no effect on the product, but it controls the size of the intermediates. In floating-point arithmetic a growing factor can overflow even though the full product is small.

## One occupied and one virtual level

The smallest case has a single occupied level at $-\Delta/2$ and a single virtual level at $+\Delta/2$, with $\Delta>0$. The factors are bounded for $-\Delta/2\le\mu\le\Delta/2$. At $\mu=0$ both equal $e^{-\Delta t/2}$, so the common rate is half the gap. With $i=j$ and $a=b$ the product is $e^{-2\Delta t}$, and its integral is $1/(2\Delta)$.

As $\Delta\to 0$ the window shrinks to the point $\mu=0$. At $\Delta=0$ both factors are constant and equal to one there: they are bounded, but they don't decay, and the integral of their product diverges. Boundedness and decay come apart here, as they also do for $\Delta>0$ at the endpoints $\mu=\pm\Delta/2$, where one of the two factors is constant.

## The Lean file and how to read it

```lean
import Mathlib

open Filter MeasureTheory

namespace LaplaceMP2EnergyZero

noncomputable section

variable {O V : Type*} [Fintype O] [Nonempty O] [Fintype V] [Nonempty V]

/-- The highest occupied orbital energy. -/
def homo (eo : O → ℝ) : ℝ := Finset.univ.sup' Finset.univ_nonempty eo

/-- The lowest virtual orbital energy. -/
def lumo (ev : V → ℝ) : ℝ := Finset.univ.inf' Finset.univ_nonempty ev

/-- The Laplace factor `exp((ε - μ) t)` of an occupied orbital of energy `ε`,
with energy zero `μ`. -/
def occFactor (ε μ t : ℝ) : ℝ := Real.exp ((ε - μ) * t)

/-- The Laplace factor `exp(-(ε - μ) t)` of a virtual orbital of energy `ε`,
with energy zero `μ`. -/
def virtFactor (ε μ t : ℝ) : ℝ := Real.exp (-(ε - μ) * t)

/-- Every occupied and every virtual Laplace factor is bounded on `t ≥ 0`. -/
def FactorsBounded (eo : O → ℝ) (ev : V → ℝ) (μ : ℝ) : Prop :=
  (∀ i, ∃ C : ℝ, ∀ t : ℝ, 0 ≤ t → occFactor (eo i) μ t ≤ C) ∧
  (∀ a, ∃ C : ℝ, ∀ t : ℝ, 0 ≤ t → virtFactor (ev a) μ t ≤ C)

/-- Every occupied and every virtual Laplace factor tends to zero as `t → ∞`. -/
def FactorsDecay (eo : O → ℝ) (ev : V → ℝ) (μ : ℝ) : Prop :=
  (∀ i, Tendsto (fun t : ℝ => occFactor (eo i) μ t) atTop (nhds 0)) ∧
  (∀ a, Tendsto (fun t : ℝ => virtFactor (ev a) μ t) atTop (nhds 0))

/-- Every Laplace factor is at most `exp(-γ t)` for all `t ≥ 0`. -/
def CommonRate (eo : O → ℝ) (ev : V → ℝ) (μ γ : ℝ) : Prop :=
  (∀ i, ∀ t : ℝ, 0 ≤ t → occFactor (eo i) μ t ≤ Real.exp (-γ * t)) ∧
  (∀ a, ∀ t : ℝ, 0 ≤ t → virtFactor (ev a) μ t ≤ Real.exp (-γ * t))

/-- An exponential `exp(k t)` is bounded on `t ≥ 0` exactly when `k ≤ 0`. -/
theorem exp_bounded_iff (k : ℝ) :
    (∃ C : ℝ, ∀ t : ℝ, 0 ≤ t → Real.exp (k * t) ≤ C) ↔ k ≤ 0 := by
  constructor
  · rintro ⟨C, hC⟩
    by_contra hk
    have hk' : 0 < k := not_le.mp hk
    -- at the time |C| / k the exponential has already passed C
    have h1 := hC (|C| / k) (by positivity)
    have h2 : k * (|C| / k) = |C| := by field_simp
    rw [h2] at h1
    linarith [Real.add_one_le_exp |C|, le_abs_self C]
  · intro hk
    refine ⟨1, fun t ht => ?_⟩
    exact Real.exp_le_one_iff.mpr (mul_nonpos_of_nonpos_of_nonneg hk ht)

/-- An exponential `exp(k t)` tends to zero as `t → ∞` exactly when `k < 0`. -/
theorem exp_decay_iff (k : ℝ) :
    Tendsto (fun t : ℝ => Real.exp (k * t)) atTop (nhds 0) ↔ k < 0 := by
  constructor
  · intro h
    by_contra hk
    have hk' : 0 ≤ k := not_lt.mp hk
    -- for k ≥ 0 the exponential is at least one at all t ≥ 0
    have h1 : (1 : ℝ) ≤ 0 := by
      refine ge_of_tendsto h ?_
      filter_upwards [eventually_ge_atTop (0 : ℝ)] with t ht
      exact Real.one_le_exp (mul_nonneg hk' ht)
    linarith
  · intro hk
    exact Real.tendsto_exp_atBot.comp (tendsto_id.const_mul_atTop_of_neg hk)

/-- All Laplace factors are bounded on `t ≥ 0` if and only if the energy zero is at least the
highest occupied and at most the lowest virtual energy. -/
theorem factorsBounded_iff (eo : O → ℝ) (ev : V → ℝ) (μ : ℝ) :
    FactorsBounded eo ev μ ↔ homo eo ≤ μ ∧ μ ≤ lumo ev := by
  simp only [FactorsBounded, occFactor, virtFactor, exp_bounded_iff, homo, lumo,
    Finset.sup'_le_iff, Finset.le_inf'_iff, Finset.mem_univ, true_implies]
  exact and_congr
    (forall_congr' fun i => by constructor <;> intro h <;> linarith)
    (forall_congr' fun a => by constructor <;> intro h <;> linarith)

/-- All Laplace factors tend to zero if and only if the energy zero is strictly above the highest
occupied and strictly below the lowest virtual energy. -/
theorem factorsDecay_iff (eo : O → ℝ) (ev : V → ℝ) (μ : ℝ) :
    FactorsDecay eo ev μ ↔ homo eo < μ ∧ μ < lumo ev := by
  simp only [FactorsDecay, occFactor, virtFactor, exp_decay_iff, homo, lumo,
    Finset.sup'_lt_iff, Finset.lt_inf'_iff, Finset.mem_univ, true_implies]
  exact and_congr
    (forall_congr' fun i => by constructor <;> intro h <;> linarith)
    (forall_congr' fun a => by constructor <;> intro h <;> linarith)

/-- An energy zero for which all Laplace factors tend to zero exists if and only if
every occupied energy lies below every virtual energy. -/
theorem exists_factorsDecay_iff_gap (eo : O → ℝ) (ev : V → ℝ) :
    (∃ μ, FactorsDecay eo ev μ) ↔ ∀ i a, eo i < ev a := by
  constructor
  · rintro ⟨μ, h⟩ i a
    obtain ⟨h1, h2⟩ := (factorsDecay_iff eo ev μ).1 h
    simp only [homo, Finset.sup'_lt_iff, Finset.mem_univ, true_implies] at h1
    simp only [lumo, Finset.lt_inf'_iff, Finset.mem_univ, true_implies] at h2
    exact (h1 i).trans (h2 a)
  · intro h
    have hg : homo eo < lumo ev := by
      simp only [homo, lumo, Finset.sup'_lt_iff, Finset.lt_inf'_iff,
        Finset.mem_univ, true_implies]
      exact fun a i => h i a
    obtain ⟨μ, h1, h2⟩ := exists_between hg
    exact ⟨μ, (factorsDecay_iff eo ev μ).2 ⟨h1, h2⟩⟩

/-- All Laplace factors are bounded by `exp(-γ t)` on `t ≥ 0` if and only if the energy zero is at
least `γ` above the highest occupied and at least `γ` below the lowest virtual energy. -/
theorem commonRate_iff (eo : O → ℝ) (ev : V → ℝ) (μ γ : ℝ) :
    CommonRate eo ev μ γ ↔ homo eo + γ ≤ μ ∧ μ + γ ≤ lumo ev := by
  -- exponentials are compared through their exponents, and t = 1 suffices
  have key : ∀ k : ℝ,
      (∀ t : ℝ, 0 ≤ t → Real.exp (k * t) ≤ Real.exp (-γ * t)) ↔ k ≤ -γ := by
    intro k
    constructor
    · intro h
      have h1 := Real.exp_le_exp.mp (h 1 zero_le_one)
      linarith
    · intro h t ht
      exact Real.exp_le_exp.mpr (mul_le_mul_of_nonneg_right h ht)
  have h1 : homo eo + γ ≤ μ ↔ homo eo ≤ μ - γ := by
    constructor <;> intro h <;> linarith
  rw [h1]
  simp only [CommonRate, occFactor, virtFactor, key, homo, lumo,
    Finset.sup'_le_iff, Finset.le_inf'_iff, Finset.mem_univ, true_implies]
  exact and_congr
    (forall_congr' fun i => by constructor <;> intro h <;> linarith)
    (forall_congr' fun a => by constructor <;> intro h <;> linarith)

/-- A common rate `γ` never exceeds half the HOMO-LUMO gap, and half the gap is a common
rate exactly when the energy zero is the midpoint of the gap. -/
theorem midgap_optimal (eo : O → ℝ) (ev : V → ℝ) (μ : ℝ) :
    (∀ γ, CommonRate eo ev μ γ → γ ≤ (lumo ev - homo eo) / 2) ∧
    (CommonRate eo ev μ ((lumo ev - homo eo) / 2) ↔ μ = (homo eo + lumo ev) / 2) := by
  constructor
  · intro γ h
    obtain ⟨h1, h2⟩ := (commonRate_iff eo ev μ γ).1 h
    linarith
  · rw [commonRate_iff]
    constructor
    · rintro ⟨h1, h2⟩
      linarith
    · intro h
      constructor <;> linarith

/-- The product of two occupied and two virtual Laplace factors is `exp(-D t)` with the MP2 energy
denominator `D = p + q - x - y`, whatever the energy zero. -/
theorem factor_product (x y p q μ t : ℝ) :
    occFactor x μ t * occFactor y μ t * virtFactor p μ t * virtFactor q μ t
      = Real.exp (-(p + q - x - y) * t) := by
  simp only [occFactor, virtFactor]
  rw [← Real.exp_add, ← Real.exp_add, ← Real.exp_add]
  congr 1
  ring

omit [Fintype O] [Nonempty O] [Fintype V] [Nonempty V] in
/-- If every occupied energy lies below every virtual energy, the integral over `t > 0` of
the product of four Laplace factors is the inverse MP2 energy denominator. -/
theorem laplace_denominator (eo : O → ℝ) (ev : V → ℝ) (gap : ∀ i a, eo i < ev a)
    (μ : ℝ) (i j : O) (a b : V) :
    ∫ t in Set.Ioi (0 : ℝ), occFactor (eo i) μ t * occFactor (eo j) μ t *
        virtFactor (ev a) μ t * virtFactor (ev b) μ t
      = 1 / (ev a + ev b - eo i - eo j) := by
  have hD : 0 < ev a + ev b - eo i - eo j := by linarith [gap i a, gap j b]
  -- rescale time by the denominator
  have h := integral_comp_mul_left_Ioi (fun x : ℝ => Real.exp (-x)) 0 hD
  simp only [mul_zero, integral_exp_neg_Ioi_zero, smul_eq_mul, mul_one] at h
  simp only [factor_product, neg_mul, one_div]
  exact h

end

end LaplaceMP2EnergyZero
```

```lean
#print axioms LaplaceMP2EnergyZero.factorsBounded_iff
#print axioms LaplaceMP2EnergyZero.exists_factorsDecay_iff_gap
#print axioms LaplaceMP2EnergyZero.midgap_optimal
#print axioms LaplaceMP2EnergyZero.laplace_denominator
```

```
'LaplaceMP2EnergyZero.factorsBounded_iff' depends on axioms: [propext, Classical.choice, Quot.sound]
'LaplaceMP2EnergyZero.exists_factorsDecay_iff_gap' depends on axioms: [propext, Classical.choice, Quot.sound]
'LaplaceMP2EnergyZero.midgap_optimal' depends on axioms: [propext, Classical.choice, Quot.sound]
'LaplaceMP2EnergyZero.laplace_denominator' depends on axioms: [propext, Classical.choice, Quot.sound]
```

The types `O` and `V` label the occupied and virtual orbitals, and the functions `eo : O → ℝ` and `ev : V → ℝ` give their energies. Both types are finite and nonempty, so that `homo eo` and `lumo ev` are a true maximum and minimum, the $H$ and $L$ above. Degenerate levels are allowed, because different labels may carry the same energy.

`occFactor` and `virtFactor` are the two kinds of exponential. The variable `t` stands for the Laplace variable, with the dimension of an inverse energy, and `μ` is the energy zero shared by all orbitals. Three predicates express what may be asked of the factors:

- `FactorsBounded` says that for each orbital there is a constant `C` that bounds its factor for all `t ≥ 0`. An upper bound is enough, since the exponentials are positive. The constant may differ between orbitals, but whenever bounds exist, the value one serves for all of them.
- `FactorsDecay` says that each factor tends to zero as `t` goes to infinity.
- `CommonRate` says that each factor is at most `Real.exp (-γ * t)` for all `t ≥ 0`. The rate `γ` may be any real number; a negative one permits exponential growth, at most as fast as `Real.exp (-γ * t)`.

Your claim is `factorsBounded_iff`. It has no gap hypothesis, so it covers your case and also touching or overlapping sets of levels. `factorsDecay_iff` is the strict version, and `exists_factorsDecay_iff_gap` identifies the existence of a suitable `μ` with the condition `∀ i a, eo i < ev a`. `commonRate_iff` and `midgap_optimal` contain the bound on the rate and the midpoint result.

In `laplace_denominator` the gap is an explicit hypothesis, `gap`. Physically it says that every single excitation raises the sum of orbital energies, which excludes vanishing and negative denominators. The denominator is taken with positive sign, as virtual minus occupied energies, so the usual minus sign of the MP2 energy has to be supplied separately. Mathlib assigns the value zero to the integral of a non-integrable function, but the value here is positive, so the integral does converge.

The orbital energies are given real numbers. They aren't derived from a Hartree–Fock calculation, and the file contains no two-electron integrals, no MP2 energy and no numerical quadrature in `t`. An infinite set of levels or a continuous spectrum is likewise not treated by the results about `homo` and `lumo`.

## From one exponential to all orbitals

`exp_bounded_iff` is the first step of the derivation. In the forward direction, `by_contra` assumes `k > 0`, and the supposed bound is evaluated at `|C| / k`. The inequality `Real.add_one_le_exp` supplies $1+|C|\le e^{|C|}$, and `linarith` finds the contradiction. In the other direction the bound is one.

`exp_decay_iff` also argues by contradiction in its forward direction. If `k` is not negative, the exponential is at least one for all `t ≥ 0`, and `ge_of_tendsto` carries this lower bound over to the limit, which gives $1\le 0$. Conversely, for negative `k` the exponent tends to minus infinity, and the limit of the exponential there is zero.

The theorems `factorsBounded_iff` and `factorsDecay_iff` then share one pattern. The call to `simp only` replaces each statement about a factor by the sign condition on its exponent. It also turns the inequalities for the maximum and minimum into inequalities for every orbital, through lemmas such as `Finset.sup'_le_iff` and `Finset.le_inf'_iff`. What remains is to rearrange $e_i-\mu\le 0$ into $e_i\le\mu$ and its virtual analogue, which `linarith` does.

For `exists_factorsDecay_iff_gap`, a given `μ` lies above each occupied and below each virtual energy, and transitivity yields the gap. In the reverse direction the gap gives `homo eo < lumo ev`, and `exists_between` picks an energy zero strictly between them.

In `commonRate_iff` the local statement `key` compares two exponentials through their exponents, with `t = 1` for necessity, as in the derivation. The orbital-by-orbital argument then proceeds as before. `midgap_optimal` uses the two resulting linear inequalities: their sum bounds `γ`, and at half the gap they fix `μ` at the midpoint.

`factor_product` merges the four exponentials with `Real.exp_add`, and `ring` verifies that `μ` cancels. In `laplace_denominator`, the positivity of the denominator follows from the gap for the pairs $(i,a)$ and $(j,b)$. The lemma `integral_comp_mul_left_Ioi` performs the substitution $s=Dt$, and `integral_exp_neg_Ioi_zero` provides the remaining integral, which equals one.
